# Every Mirror of a Plane Lattice Is Rectangular or Rhombic in a Suitable Primitive Basis

## Mirrors and primitive bases as integer matrices

Let $\mathbf a_0,\mathbf a_1$ be a primitive basis of a plane lattice, numbered from 0 as in Lean. A linear map of the lattice into itself is an integer matrix $M$ whose columns are the coordinates of the images of the basis vectors. A **lattice mirror** is such a matrix with $M^2=I$ and $\det M=-1$.

A change of primitive basis is an integer matrix $U$ with $\det U=\pm1$; its columns are the new basis vectors. In the new basis, $M$ becomes $U^{-1}MU$. The two standard mirrors are

$$R=\begin{pmatrix}1&0\\0&-1\end{pmatrix},\qquad S=\begin{pmatrix}0&1\\1&0\end{pmatrix}.$$

$R$ keeps one basis vector and reverses the other; $S$ exchanges them.

## The classification and its Lean reading

An integer matrix $M$ is a lattice mirror if and only if $M=URU^{-1}$ or $M=USU^{-1}$ for some change of primitive basis $U$. This is `isLatticeMirror_iff_conj`, with `rectMirror` for $R$, `rhombicMirror` for $S$ and `Unimodular U` for the condition on $U$. The inverse `U⁻¹` is again an integer matrix.

No lengths or angles enter here. They appear in `rectangular_or_rhombic_metric`, where `toReal` reads integer matrices as real ones and $M^TGM=G$ says that the mirror preserves the form $G$. For a lattice metric, $G_{ij}=\mathbf a_i\cdot\mathbf a_j$, this means that $M$ is an isometry. The theorem needs neither symmetry nor positivity of $G$.

For a two-dimensional periodic structure, an isometric mirror of the bare lattice guarantees that some primitive cell is rectangular or rhombic, although other primitive cells of the same lattice can be oblique; atoms in the cell, glide lines and the full list of plane lattices are not treated.

## From a fixed vector to the two forms

**Entries.** Write $M=\begin{pmatrix}a&b\\c&d\end{pmatrix}$. The diagonal of $M^2=I$ gives $a^2+bc=d^2+bc=1$, and $ad-bc=-1$. Hence
$$(a+d)^2=2(1-bc)+2(bc-1)=0,$$
so $d=-a$.

**A fixed vector.** Since $(M-I)(M+I)=0$, the columns $(a+1,c)$ and $(b,1-a)$ of $M+I$ are fixed by $M$. If the first vanishes, then $a=-1$ and the second is $(b,2)\neq0$. Divide a nonzero column by the gcd of its entries to get a fixed vector $(p,q)$ with coprime entries. Bézout gives integers $x,y$ with $py-qx=1$, so $(p,q)$ and $(x,y)$ form a primitive basis. In it $M$ becomes
$$T=\begin{pmatrix}1&k\\0&-1\end{pmatrix},\qquad k=2axy+by^2-cx^2,$$
where the last entry follows from $\det M=-1$.

**Even $k=2m$.** $T$ fixes $(1,0)$ and sends $(-m,1)$ to $(m,-1)$, its negative. These two vectors form a primitive basis, and the form is $R$.

**Odd $k=2m+1$.** $T$ exchanges $(-m,1)$ and $(1+m,-1)$. The matrix with these columns has determinant $-1$, so the form is $S$.

**Parity.** A congruence $M\equiv I \pmod 2$ survives a change of primitive basis, and $T\equiv I$ exactly when $k$ is even. So $M\equiv I$ leads to $R$, and any other mirror to $S$.

**Converse.** For $D=R$ or $S$, $(UDU^{-1})^2=UD^2U^{-1}=I$, and the determinant is $\det D=-1$.

**Metric.** Put $H=U^TGU$. Then $H=D^THD$. For $D=R$ this gives $H_{01}=-H_{01}$, so $H_{01}=0$: a rectangular cell. For $D=S$ it gives $H_{00}=H_{11}$: a rhombic cell.

## Two ways to change the hypotheses

Without $\det M=-1$, the matrix $M=I$ would qualify, but $UIU^{-1}=I$ is neither standard form.

If $U$ were allowed rational entries and any nonzero determinant, the two types would merge: $U=\begin{pmatrix}1&1\\1&-1\end{pmatrix}$ satisfies $SU=UR$. Its determinant is $-2$, so, when $S$ is an isometry, its columns span a centred rectangular cell of twice the primitive area. With integer $U$ of determinant $\pm1$ the parity argument keeps $R$ and $S$ apart, a consequence that the file does not state as a theorem.

## The Lean file

```lean
import Mathlib

open Matrix

namespace PlaneLatticeMirrors

noncomputable section

variable {M U V T D : Matrix (Fin 2) (Fin 2) ℤ}

/-- A change of primitive lattice basis: an integer matrix of determinant `1` or `-1`. -/
def Unimodular (U : Matrix (Fin 2) (Fin 2) ℤ) : Prop := U.det = 1 ∨ U.det = -1

/-- A lattice mirror, written in a primitive basis: an integer matrix that squares to the
identity and has determinant `-1`. -/
def IsLatticeMirror (M : Matrix (Fin 2) (Fin 2) ℤ) : Prop := M * M = 1 ∧ M.det = -1

/-- The mirror that keeps the first basis vector and reverses the second. -/
def rectMirror : Matrix (Fin 2) (Fin 2) ℤ := !![1, 0; 0, -1]

/-- The mirror that exchanges the two basis vectors. -/
def rhombicMirror : Matrix (Fin 2) (Fin 2) ℤ := !![0, 1; 1, 0]

/-- Integer matrices regarded as real matrices. -/
def toReal : Matrix (Fin 2) (Fin 2) ℤ →+* Matrix (Fin 2) (Fin 2) ℝ :=
  (Int.castRingHom ℝ).mapMatrix

/-- The integer matrix inverse of a change of primitive basis is a two-sided inverse. -/
theorem Unimodular.inv (hU : Unimodular U) : U * U⁻¹ = 1 ∧ U⁻¹ * U = 1 := by
  have h : IsUnit U.det := Int.isUnit_iff.mpr hU
  exact ⟨Matrix.mul_nonsing_inv _ h, Matrix.nonsing_inv_mul _ h⟩

/-- Lattice mirrors are exactly the integer matrices with rows `(a, b)` and `(c, -a)`
for which `a² + bc = 1`. -/
theorem isLatticeMirror_iff_entries :
    IsLatticeMirror M ↔ ∃ a b c : ℤ, M = !![a, b; c, -a] ∧ a * a + b * c = 1 := by
  constructor
  · rintro ⟨h, hd⟩
    have h00 := congrFun (congrFun h 0) 0
    have h11 := congrFun (congrFun h 1) 1
    simp only [Matrix.mul_apply, Fin.sum_univ_two, Matrix.one_apply_eq] at h00 h11
    rw [Matrix.det_fin_two] at hd
    -- the square of the trace vanishes
    have hs : (M 0 0 + M 1 1) ^ 2 = 0 := by linear_combination h00 + h11 + 2 * hd
    have ht : M 0 0 + M 1 1 = 0 := (pow_eq_zero_iff two_ne_zero).mp hs
    have h' : M 1 1 = -M 0 0 := by linarith
    refine ⟨M 0 0, M 0 1, M 1 0, ?_, h00⟩
    rw [← h']
    exact Matrix.eta_fin_two M
  · rintro ⟨a, b, c, rfl, h⟩
    constructor
    · rw [Matrix.mul_fin_two, Matrix.one_fin_two, h,
        show a * b + b * -a = 0 by ring, show c * a + -a * c = 0 by ring,
        show c * b + -a * -a = 1 by linear_combination h]
    · rw [Matrix.det_fin_two_of]
      linear_combination -h

/-- Both standard matrices, `rectMirror` and `rhombicMirror`, are lattice mirrors. -/
theorem isLatticeMirror_witness :
    IsLatticeMirror rectMirror ∧ IsLatticeMirror rhombicMirror :=
  ⟨isLatticeMirror_iff_entries.mpr ⟨1, 0, 0, rfl, by norm_num⟩,
    isLatticeMirror_iff_entries.mpr ⟨0, 1, 1, by simp [rhombicMirror], by norm_num⟩⟩

/-- A lattice mirror remains a lattice mirror under a change of primitive basis. -/
theorem IsLatticeMirror.conj (hD : IsLatticeMirror D) (hU : Unimodular U) :
    IsLatticeMirror (U * D * U⁻¹) := by
  constructor
  · calc U * D * U⁻¹ * (U * D * U⁻¹) = U * D * (U⁻¹ * U) * D * U⁻¹ := by
          simp only [mul_assoc]
      _ = U * (D * D) * U⁻¹ := by rw [hU.inv.2, mul_one, mul_assoc U D D]
      _ = 1 := by rw [hD.1, mul_one, hU.inv.1]
  · have e : U.det * (U⁻¹).det = 1 := by rw [← Matrix.det_mul, hU.inv.1, Matrix.det_one]
    rw [Matrix.det_mul, Matrix.det_mul, hD.2]
    linear_combination -e

/-- Every lattice mirror has a primitive basis whose first vector is fixed and whose second
vector is reversed up to an integer multiple `k` of the first. -/
theorem exists_adapted_basis (h : IsLatticeMirror M) :
    ∃ (U : Matrix (Fin 2) (Fin 2) ℤ) (k : ℤ), U.det = 1 ∧ M * U = U * !![1, k; 0, -1] := by
  obtain ⟨a, b, c, rfl, habc⟩ := isLatticeMirror_iff_entries.mp h
  -- a nonzero column of `M + 1` is a fixed lattice vector
  obtain ⟨u, v, hne, h1, h2⟩ : ∃ u v : ℤ, ¬(u = 0 ∧ v = 0) ∧
      a * u + b * v = u ∧ c * u + -a * v = v := by
    by_cases h0 : a + 1 = 0 ∧ c = 0
    · obtain ⟨ha, hc⟩ := h0
      have ha' : a = -1 := by linarith
      subst ha' hc
      exact ⟨b, 2, by omega, by ring, by ring⟩
    · exact ⟨a + 1, c, h0, by linear_combination habc, by ring⟩
  -- divide by the greatest common divisor
  obtain ⟨g, p, q, A, B, hu, hv, hg⟩ : ∃ g p q A B : ℤ,
      u = g * p ∧ v = g * q ∧ g = u * A + v * B := by
    obtain ⟨p, hp⟩ : (Int.gcd u v : ℤ) ∣ u := Int.gcd_dvd_left ..
    obtain ⟨q, hq⟩ : (Int.gcd u v : ℤ) ∣ v := Int.gcd_dvd_right ..
    exact ⟨_, p, q, _, _, hp, hq, Int.gcd_eq_gcd_ab u v⟩
  have hg0 : g ≠ 0 := by
    intro h0
    exact hne ⟨by rw [hu, h0, zero_mul], by rw [hv, h0, zero_mul]⟩
  rw [hu, hv] at h1 h2 hg
  have E1 : a * p + b * q = p := mul_left_cancel₀ hg0 (by linear_combination h1)
  have E2 : c * p + -a * q = q := mul_left_cancel₀ hg0 (by linear_combination h2)
  have E : p * A + q * B = 1 := mul_left_cancel₀ hg0 (by linear_combination -hg)
  -- the Bézout coefficients supply the second basis vector `(x, y)`
  obtain ⟨x, y, E3⟩ : ∃ x y : ℤ, p * y - q * x = 1 := ⟨-B, A, by linear_combination E⟩
  obtain ⟨k, hk⟩ : ∃ k : ℤ, k = 2 * a * x * y + b * y ^ 2 - c * x ^ 2 := ⟨_, rfl⟩
  refine ⟨!![p, x; q, y], k, ?_, ?_⟩
  · rw [Matrix.det_fin_two_of]
    linear_combination E3
  · have e1 : a * p + b * q = p * 1 + x * 0 := by linear_combination E1
    have e2 : a * x + b * y = p * k + x * -1 := by
      linear_combination -p * hk - ((1 + a) * x + b * y) * E3 - x * y * E1 + x ^ 2 * E2
    have e3 : c * p + -a * q = q * 1 + y * 0 := by linear_combination E2
    have e4 : c * x + -a * y = q * k + y * -1 := by
      linear_combination -q * hk - (c * x + (1 - a) * y) * E3 - y ^ 2 * E1 + x * y * E2
    rw [Matrix.mul_fin_two, Matrix.mul_fin_two, e1, e2, e3, e4]

/-- Two successive changes of primitive basis, from `M` to `T` and from `T` to `D`, combine
into a single one from `M` to `D`. -/
theorem conj_of_steps (hU : Unimodular U) (hV : Unimodular V)
    (h : M * U = U * T) (h' : T * V = V * D) :
    ∃ W, Unimodular W ∧ M = W * D * W⁻¹ := by
  have hW : Unimodular (U * V) := by
    rcases hU with h1 | h1 <;> rcases hV with h2 | h2 <;>
      simp [Unimodular, Matrix.det_mul, h1, h2]
  have e : M * (U * V) = U * V * D := by
    rw [← mul_assoc, h, mul_assoc, h', ← mul_assoc]
  exact ⟨U * V, hW, by rw [← e, mul_assoc, hW.inv.1, mul_one]⟩

/-- Parity test: a lattice mirror congruent to the identity modulo 2 takes the form
`rectMirror` in some primitive basis, and any other one takes the form `rhombicMirror`. -/
theorem mirror_form_of_parity (h : IsLatticeMirror M) :
    ((∃ N, M = 1 + (2 : ℤ) • N) → ∃ U, Unimodular U ∧ M = U * rectMirror * U⁻¹) ∧
    ((¬ ∃ N, M = 1 + (2 : ℤ) • N) → ∃ U, Unimodular U ∧ M = U * rhombicMirror * U⁻¹) := by
  obtain ⟨U, k, hdet, hMU⟩ := exists_adapted_basis h
  have hU : Unimodular U := Or.inl hdet
  rcases Int.even_or_odd' k with ⟨m, hk | hk⟩
  · -- even `k`: a shear along the mirror line removes it
    have hV : Unimodular !![1, -m; 0, 1] := Or.inl (by simp [Matrix.det_fin_two_of])
    have hT : !![1, k; 0, -1] * !![1, -m; 0, 1] = !![1, -m; 0, 1] * rectMirror := by
      ext i j
      fin_cases i <;> fin_cases j <;>
        simp [rectMirror, Matrix.mul_apply, Fin.sum_univ_two]
      omega
    obtain ⟨W, hW, hM⟩ := conj_of_steps hU hV hMU hT
    refine ⟨fun _ => ⟨W, hW, hM⟩, fun hn => absurd ?_ hn⟩
    have hR : rectMirror = 1 + (2 : ℤ) • !![0, 0; 0, -1] := by
      ext i j
      fin_cases i <;> fin_cases j <;> norm_num [rectMirror]
    refine ⟨W * !![0, 0; 0, -1] * W⁻¹, ?_⟩
    rw [hM, hR, Matrix.mul_add, Matrix.add_mul, mul_one, hW.inv.1, Matrix.mul_smul,
      Matrix.smul_mul]
  · -- odd `k`: a basis exchanged by the mirror exists
    have hV : Unimodular !![-m, 1 + m; 1, -1] :=
      Or.inr (by rw [Matrix.det_fin_two_of]; ring)
    have hT : !![1, k; 0, -1] * !![-m, 1 + m; 1, -1]
        = !![-m, 1 + m; 1, -1] * rhombicMirror := by
      ext i j
      fin_cases i <;> fin_cases j <;>
        simp [rhombicMirror, Matrix.mul_apply, Fin.sum_univ_two] <;> omega
    refine ⟨?_, fun _ => conj_of_steps hU hV hMU hT⟩
    rintro ⟨N, hN⟩
    have e : !![1, k; 0, -1] = 1 + (2 : ℤ) • (U⁻¹ * N * U) := by
      calc !![1, k; 0, -1] = U⁻¹ * (U * !![1, k; 0, -1]) := by
            rw [← mul_assoc, hU.inv.2, one_mul]
        _ = U⁻¹ * (M * U) := by rw [hMU]
        _ = 1 + (2 : ℤ) • (U⁻¹ * N * U) := by
            rw [hN, Matrix.add_mul, one_mul, Matrix.mul_add, hU.inv.2, Matrix.smul_mul,
              Matrix.mul_smul, mul_assoc]
    generalize U⁻¹ * N * U = P at e
    have e01 := congrFun (congrFun e 0) 1
    rw [Matrix.add_apply, Matrix.smul_apply, smul_eq_mul,
      Matrix.one_apply_ne (show (0 : Fin 2) ≠ 1 by decide)] at e01
    have e02 : k = 0 + 2 * P 0 1 := e01
    omega

/-- Classification of lattice mirrors: an integer matrix is a lattice mirror if and only if
a change of primitive basis brings it to `rectMirror` or to `rhombicMirror`. -/
theorem isLatticeMirror_iff_conj :
    IsLatticeMirror M ↔ ∃ U, Unimodular U ∧
      (M = U * rectMirror * U⁻¹ ∨ M = U * rhombicMirror * U⁻¹) := by
  constructor
  · intro h
    by_cases hp : ∃ N, M = 1 + (2 : ℤ) • N
    · obtain ⟨U, hU, hM⟩ := (mirror_form_of_parity h).1 hp
      exact ⟨U, hU, Or.inl hM⟩
    · obtain ⟨U, hU, hM⟩ := (mirror_form_of_parity h).2 hp
      exact ⟨U, hU, Or.inr hM⟩
  · rintro ⟨U, hU, rfl | rfl⟩
    · exact isLatticeMirror_witness.1.conj hU
    · exact isLatticeMirror_witness.2.conj hU

/-- If a lattice mirror preserves a real bilinear form `G`, such as the lattice metric, then in some
primitive basis its entry `(0, 1)` vanishes or its two diagonal entries are equal. -/
theorem rectangular_or_rhombic_metric (h : IsLatticeMirror M) (G : Matrix (Fin 2) (Fin 2) ℝ)
    (hG : (toReal M)ᵀ * G * toReal M = G) :
    ∃ U, Unimodular U ∧ (((toReal U)ᵀ * G * toReal U) 0 1 = 0 ∨
      ((toReal U)ᵀ * G * toReal U) 0 0 = ((toReal U)ᵀ * G * toReal U) 1 1) := by
  obtain ⟨U, hU, hM⟩ := isLatticeMirror_iff_conj.mp h
  -- in the new basis the form is preserved by the standard mirror `D`
  have key : ∀ D, M = U * D * U⁻¹ → (toReal U)ᵀ * G * toReal U =
      (toReal D)ᵀ * ((toReal U)ᵀ * G * toReal U) * toReal D := by
    intro D hD
    have e : M * U = U * D := by rw [hD, mul_assoc, hU.inv.2, mul_one]
    calc (toReal U)ᵀ * G * toReal U
        = (toReal U)ᵀ * ((toReal M)ᵀ * G * toReal M) * toReal U := by rw [hG]
      _ = (toReal M * toReal U)ᵀ * G * (toReal M * toReal U) := by
          simp only [Matrix.transpose_mul, mul_assoc]
      _ = (toReal U * toReal D)ᵀ * G * (toReal U * toReal D) := by
          rw [← map_mul, e, map_mul]
      _ = (toReal D)ᵀ * ((toReal U)ᵀ * G * toReal U) * toReal D := by
          simp only [Matrix.transpose_mul, mul_assoc]
  refine ⟨U, hU, ?_⟩
  rcases hM with hM | hM
  · left
    have hk := key _ hM
    generalize (toReal U)ᵀ * G * toReal U = H at hk ⊢
    have e := congrFun (congrFun hk 0) 1
    simp [toReal, rectMirror, Matrix.mul_apply, Fin.sum_univ_two] at e
    linarith
  · right
    have hk := key _ hM
    generalize (toReal U)ᵀ * G * toReal U = H at hk ⊢
    have e := congrFun (congrFun hk 0) 0
    simp [toReal, rhombicMirror, Matrix.mul_apply, Fin.sum_univ_two] at e
    linarith

end

end PlaneLatticeMirrors
```

```lean
#print axioms PlaneLatticeMirrors.isLatticeMirror_iff_conj
#print axioms PlaneLatticeMirrors.rectangular_or_rhombic_metric
```

```
'PlaneLatticeMirrors.isLatticeMirror_iff_conj' depends on axioms: [propext, Classical.choice, Quot.sound]
'PlaneLatticeMirrors.rectangular_or_rhombic_metric' depends on axioms: [propext, Classical.choice, Quot.sound]
```

## How the proof follows the derivation

`isLatticeMirror_iff_entries` obtains the vanishing trace from its square. `exists_adapted_basis` carries out the gcd and Bézout step; `linear_combination` checks the four entries of $MU=UT$ from the fixed-vector equations and $py-qx=1$.

`conj_of_steps` multiplies the two basis changes, $M\to T\to D$. `mirror_form_of_parity` splits on the parity of $k$, supplies the bases above, and rules out the wrong congruence in each case. The classification then splits on whether $M\equiv I\pmod 2$, with `IsLatticeMirror.conj` giving the converse.

In the metric theorem, `key` proves $H=D^THD$, and one matrix entry of it settles each case.
